# A complex-bilinear bracket on complex matrices with both Leibniz rules is a constant times the commutator

Every complex-bilinear bracket B on n × n complex matrices that obeys the Leibniz rule in each argument has the form B(X,Y) = c(XY − YX), with one complex constant c. Antisymmetry and the Jacobi identity need not be assumed. I would like to see this derived rigorously, without a canonical position–momentum pair, and checked by machine. Does it really hold for every finite n?

## From two product rules to one constant

Yes. Write [X,Y] = XY − YX. The assumed rules are the product rules of the Poisson bracket, with the order of the factors kept:

B(XY,Z) = X B(Y,Z) + B(X,Z) Y

B(X,YZ) = Y B(X,Z) + B(X,Y) Z

Expand B(uT,vz), first by the left rule and then by the right rule:

uv B(T,z) + u B(T,v) z + v B(u,z) T + B(u,v) zT

The opposite order gives

vu B(T,z) + v B(u,z) T + u B(T,v) z + B(u,v) Tz

The mixed terms agree, so

[u,v] B(T,z) = B(u,v) [T,z]  (1)

Now replace T by Tw in (1), using

B(Tw,z) = T B(w,z) + B(T,z) w

[Tw,z] = T[w,z] + [T,z] w

Subtracting (1), multiplied by w on the right, leaves

[u,v] T B(w,z) = B(u,v) T [w,z]  (2)

For n ≥ 2, choose indices p ≠ q, and let E_pq have a single 1, in row p and column q. Then [E_pq,E_qq] = E_pq. Put u = E_pq, v = E_qq, T = E_qi, w = X and z = Y in (2). Since (A E_qi M)_pj = A_pq M_ij, the entry in row p and column j reads

B(X,Y)_ij = c [X,Y]_ij, with c = B(E_pq,E_qq)_pq

This c does not depend on X, Y, i or j.

For n ≤ 1, every X is a multiple of the identity. The left rule gives B(1,Y) = 2B(1,Y), so B(1,Y) = 0 and B vanishes; c = 0 serves.

Conversely, c[X,Y] obeys both rules, because

[XY,Z] = X[Y,Z] + [X,Z]Y

[X,YZ] = Y[X,Z] + [X,Y]Z

Antisymmetry is then immediate. The Jacobi sum is c² times the cyclic sum of

[X,[Y,Z]] = XYZ − XZY − YZX + ZYX

whose terms cancel in pairs.

For n ≥ 2, suppose that B takes Hermitian pairs to Hermitian matrices. With X = E_pq + E_qp and Y = E_pp,

B(X,Y) = c(E_qp − E_pq)

This is Hermitian only if c* = −c, so c = ik with k real, where i is now the imaginary unit. Conversely, the commutator of Hermitian matrices is anti-Hermitian, and the factor ik makes it Hermitian.

For n ≥ 2, one rule alone is too weak. For any fixed matrix H, the bracket tr(X)[H,Y] obeys the right rule. If it equalled c[X,Y], setting X = 1 would give n[H,Y] = 0 for all Y, which is false when H fails to commute with some matrix.

```lean
import Mathlib

open Matrix

namespace MatrixDiracBracket

noncomputable section

variable {n : Type*} [Fintype n] [DecidableEq n]

/-- A complex-bilinear bracket on the `n × n` complex matrices. -/
abbrev Bracket (n : Type*) [Fintype n] [DecidableEq n] :=
  Matrix n n ℂ →ₗ[ℂ] Matrix n n ℂ →ₗ[ℂ] Matrix n n ℂ

/-- The bracket obeys the Leibniz (product) rule in each argument, with the order of
the factors kept. -/
structure IsLeibniz (B : Bracket n) : Prop where
  left : ∀ X Y Z, B (X * Y) Z = X * B Y Z + B X Z * Y
  right : ∀ X Y Z, B X (Y * Z) = Y * B X Z + B X Y * Z

/-- For a bracket with both Leibniz rules, `[u,v] T B(w,z) = B(u,v) T [w,z]` for every
matrix `T` placed in the middle. -/
theorem sandwich_identity {B : Bracket n} (hB : IsLeibniz B) (u v T w z : Matrix n n ℂ) :
    (u * v - v * u) * T * B w z = B u v * T * (w * z - z * w) := by
  -- expand the bracket of two products in both possible orders
  have key : ∀ a b c d : Matrix n n ℂ,
      (a * c - c * a) * B b d = B a c * (b * d - d * b) := by
    intro a b c d
    have h1 := hB.left a b (c * d)
    rw [hB.right b c d, hB.right a c d] at h1
    have h2 := hB.right (a * b) c d
    rw [hB.left a b d, hB.left a b c] at h2
    have h3 := h1.symm.trans h2
    linear_combination (norm := noncomm_ring) h3
  -- insert the extra factor `T` and subtract the part already known
  have k1 := key u (T * w) v z
  rw [hB.left T w z] at k1
  have k2 : (u * v - v * u) * B T z * w = B u v * (T * z - z * T) * w := by
    rw [key u T v z]
  linear_combination (norm := noncomm_ring) k1 - k2

/-- A matrix unit between two matrices picks out one entry of each. -/
theorem mul_unit_mul_apply (A M : Matrix n n ℂ) (p q i j : n) :
    (A * Matrix.single q i (1 : ℂ) * M) p j = A p q * M i j := by
  simp [Matrix.mul_apply, Matrix.single_apply, ite_and]

/-- A bilinear bracket on complex matrices obeys the Leibniz rule in both arguments
exactly when it is a constant complex multiple of the commutator. -/
theorem isLeibniz_iff_commutator (B : Bracket n) :
    IsLeibniz B ↔ ∃ c : ℂ, ∀ X Y, B X Y = c • (X * Y - Y * X) := by
  constructor
  · intro hB
    rcases subsingleton_or_nontrivial n with hn | hn
    · -- dimension at most one: every matrix is a multiple of the identity
      refine ⟨0, fun X Y => ?_⟩
      have h1 : B 1 Y = 0 := by
        have h := hB.left 1 1 Y
        rw [one_mul, one_mul, mul_one] at h
        simpa using h
      rw [zero_smul]
      ext i j
      have hX : X = X i i • (1 : Matrix n n ℂ) := by
        ext a b
        rw [Subsingleton.elim a i, Subsingleton.elim b i]
        simp
      rw [hX, map_smul, LinearMap.smul_apply, h1, smul_zero]
    · obtain ⟨p, q, hpq⟩ := exists_pair_ne n
      -- two matrices whose commutator is an off-diagonal matrix unit
      have hc : Matrix.single p q (1 : ℂ) * Matrix.single q q 1
          - Matrix.single q q 1 * Matrix.single p q 1 = Matrix.single p q 1 := by
        simp [hpq.symm]
      refine ⟨B (Matrix.single p q 1) (Matrix.single q q 1) p q, fun X Y => ?_⟩
      ext i j
      have h := sandwich_identity hB (Matrix.single p q 1) (Matrix.single q q 1)
        (Matrix.single q i 1) X Y
      rw [hc] at h
      -- compare the entries in row `p` and column `j`
      have he := congrFun (congrFun h p) j
      rw [mul_unit_mul_apply, mul_unit_mul_apply] at he
      rw [Matrix.smul_apply, smul_eq_mul, ← he]
      simp
  · rintro ⟨c, h⟩
    constructor
    · intro X Y Z
      simp only [h, mul_smul_comm, smul_mul_assoc, ← smul_add]
      congr 1
      noncomm_ring
    · intro X Y Z
      simp only [h, mul_smul_comm, smul_mul_assoc, ← smul_add]
      congr 1
      noncomm_ring

/-- A bilinear matrix bracket with both Leibniz rules is antisymmetric and satisfies the
Jacobi identity. -/
theorem antisymm_and_jacobi {B : Bracket n} (hB : IsLeibniz B) (X Y Z : Matrix n n ℂ) :
    B Y X = -B X Y ∧ B X (B Y Z) + B Y (B Z X) + B Z (B X Y) = 0 := by
  obtain ⟨c, h⟩ := (isLeibniz_iff_commutator B).1 hB
  constructor
  · rw [h, h]
    module
  · simp only [h, mul_smul_comm, smul_mul_assoc, mul_sub, sub_mul, mul_assoc]
    module

/-- In dimension at least two, a bracket with both Leibniz rules sends every pair of
Hermitian matrices to a Hermitian matrix exactly when it is `i k` times the commutator
with `k` real. -/
theorem hermitian_iff_imaginary_constant [Nontrivial n] {B : Bracket n}
    (hB : IsLeibniz B) :
    (∀ X Y, X.IsHermitian → Y.IsHermitian → (B X Y).IsHermitian) ↔
      ∃ k : ℝ, ∀ X Y, B X Y = (Complex.I * k) • (X * Y - Y * X) := by
  constructor
  · intro hH
    obtain ⟨c, hc⟩ := (isLeibniz_iff_commutator B).1 hB
    obtain ⟨p, q, hpq⟩ := exists_pair_ne n
    -- test the bracket on a hopping matrix and a site projector
    have hX : (Matrix.single p q (1 : ℂ) + Matrix.single q p 1).IsHermitian := by
      simp [Matrix.IsHermitian, Matrix.conjTranspose_single, add_comm]
    have hY : (Matrix.single p p (1 : ℂ)).IsHermitian := by
      simp [Matrix.IsHermitian, Matrix.conjTranspose_single]
    have hcomm : (Matrix.single p q (1 : ℂ) + Matrix.single q p 1) * Matrix.single p p 1
        - Matrix.single p p 1 * (Matrix.single p q (1 : ℂ) + Matrix.single q p 1)
        = Matrix.single q p 1 - Matrix.single p q 1 := by
      simp [add_mul, mul_add, hpq, hpq.symm]
    have h := (hH _ _ hX hY).apply p q
    rw [hc, hcomm] at h
    have hre := congrArg Complex.re h
    simp [hpq, hpq.symm] at hre
    have hI : c = Complex.I * (c.im : ℂ) := by
      apply Complex.ext
      · simp
        linarith
      · simp
    exact ⟨c.im, fun X Y => by rw [hc, ← hI]⟩
  · rintro ⟨k, h⟩ X Y hX hY
    have hs : star (Complex.I * (k : ℂ)) = -(Complex.I * (k : ℂ)) := by simp
    change (B X Y)ᴴ = B X Y
    rw [h, conjTranspose_smul, conjTranspose_sub, conjTranspose_mul, conjTranspose_mul,
      hX.eq, hY.eq, hs]
    module

/-- The bracket `tr(X) [H, Y]` built from a fixed matrix `H`. -/
def traceBracket (H : Matrix n n ℂ) : Bracket n :=
  LinearMap.mk₂ ℂ (fun X Y => X.trace • (H * Y - Y * H))
    (fun X X' Y => by rw [Matrix.trace_add, add_smul])
    (fun a X Y => by rw [Matrix.trace_smul, smul_assoc])
    (fun X Y Y' => by rw [mul_add, add_mul, ← smul_add]; congr 1; abel)
    (fun a X Y => by rw [mul_smul_comm, smul_mul_assoc, ← smul_sub, smul_comm])

/-- If `H` fails to commute with some matrix, the bracket `tr(X) [H, Y]` obeys the Leibniz
rule in its second argument but is not a constant multiple of the commutator. -/
theorem one_leibniz_rule_not_enough (H Y₀ : Matrix n n ℂ) (hH : H * Y₀ ≠ Y₀ * H) :
    (∀ X Y Z, traceBracket H X (Y * Z)
      = Y * traceBracket H X Z + traceBracket H X Y * Z) ∧
    ¬ ∃ c : ℂ, ∀ X Y, traceBracket H X Y = c • (X * Y - Y * X) := by
  constructor
  · intro X Y Z
    change X.trace • (H * (Y * Z) - Y * Z * H)
      = Y * (X.trace • (H * Z - Z * H)) + (X.trace • (H * Y - Y * H)) * Z
    rw [mul_smul_comm, smul_mul_assoc, ← smul_add]
    congr 1
    noncomm_ring
  · rintro ⟨c, h⟩
    have hn : Nonempty n := by
      by_contra hn
      apply hH
      ext i j
      exact (hn ⟨i⟩).elim
    -- the identity matrix commutes with everything but has non-zero trace
    have h1 : (1 : Matrix n n ℂ).trace • (H * Y₀ - Y₀ * H)
        = c • (1 * Y₀ - Y₀ * 1) := h 1 Y₀
    rw [one_mul, mul_one, sub_self, smul_zero, Matrix.trace_one, smul_eq_zero] at h1
    rcases h1 with h0 | h0
    · exact Fintype.card_ne_zero (Nat.cast_eq_zero.mp h0)
    · exact hH (sub_eq_zero.mp h0)

end

end MatrixDiracBracket
```

```lean
#print axioms MatrixDiracBracket.isLeibniz_iff_commutator
-- 'MatrixDiracBracket.isLeibniz_iff_commutator' depends on axioms: [propext, Classical.choice, Quot.sound]
#print axioms MatrixDiracBracket.antisymm_and_jacobi
-- 'MatrixDiracBracket.antisymm_and_jacobi' depends on axioms: [propext, Classical.choice, Quot.sound]
#print axioms MatrixDiracBracket.hermitian_iff_imaginary_constant
-- 'MatrixDiracBracket.hermitian_iff_imaginary_constant' depends on axioms: [propext, Classical.choice, Quot.sound]
#print axioms MatrixDiracBracket.one_leibniz_rule_not_enough
-- 'MatrixDiracBracket.one_leibniz_rule_not_enough' depends on axioms: [propext, Classical.choice, Quot.sound]
```

## What the theorems say about observables

The type `n` labels basis states, and its number of elements is the dimension. `Bracket n` builds in complex bilinearity, and `IsLeibniz` holds the two product rules. `isLeibniz_iff_commutator` states the equivalence for every finite dimension, including zero. `[Nontrivial n]` in the Hermiticity theorem means at least two basis states. The namespace `MatrixDiracBracket` does not refer to the Dirac bracket of constrained Hamiltonian mechanics.

Take a finite-level system such as a spin, and assume that observables without explicit time dependence obey dA/dt = B(A,H), where H is the Hamiltonian and B obeys both Leibniz rules. The result then gives the Heisenberg form dA/dt = c[A,H]. The usual choice c = 1/(iħ), or k = −1/ħ, sets the scale and sign of the dynamics; it is physical input and is not derived here. Unbounded position and momentum operators are not covered.

## How the Lean proof follows the algebra

In `sandwich_identity`, `key` is equation (1), with `h1` and `h2` as the two expansions. `k1` and `k2` are the two relations whose difference is (2); `noncomm_ring` does the cancellation without commuting any factors.

`mul_unit_mul_apply` is the entry formula. The main theorem splits on dimension, uses `hc` for the commutator equal to E_pq, and compares entries through `congrFun`.

`antisymm_and_jacobi` substitutes the commutator form and lets `module` collect terms. In `hermitian_iff_imaginary_constant`, `hcomm` computes the test commutator, and `hre` takes the real part that forces Re c = 0. `one_leibniz_rule_not_enough` evaluates `traceBracket` at the identity, whose trace is non-zero because `hH` rules out dimension zero.
